# Making an attractive potential separable with the ground state as reference preserves that ground state

When a pseudopotential is put into separable form, one first decides which part stays local. In a given angular-momentum channel, the remainder $W$ is the channel potential minus the local one. In the simplest separable form, the one treated here, it is replaced by a single projector built from a reference state $\varphi$. The new Hamiltonian reproduces $\varphi$ and its energy by construction, but it may also acquire ghosts, which are spurious states. The ghosts considered here are those at or below the reference level. If the local part lies nowhere below the channel potential, $W$ is attractive. In a finite-matrix, one-electron model, a reference state that is the ground state of the channel then remains the ground state.

## The separable potential lies above the original

Let $H_0$ and $W$ be Hermitian matrices, with $\langle x,Wx\rangle\le 0$ for every vector $x$. The inner product is conjugate-linear in its first argument. Let $\varphi\neq0$ be a ground state of $H_0+W$ with energy $E$:

$$(H_0+W)\varphi=E\varphi,\qquad \langle x,(H_0+W)x\rangle\ge E\langle x,x\rangle\ \text{ for all } x.$$

Assume $\langle\varphi,W\varphi\rangle\ne0$, and define the strength $g$ and the separable potential $K$ by

$$g\,\langle\varphi,W\varphi\rangle=1,\qquad Kx=g\,\langle W\varphi,x\rangle\,W\varphi .$$

The claim is that $\varphi$ is a ground state of $H_0+K$ with the same energy $E$. The norm of $\varphi$ is immaterial: multiplying $\varphi$ by $c$ divides $g$ by $|c|^2$ and leaves $K$ unchanged.

On the reference state the two potentials agree, since $\langle W\varphi,\varphi\rangle=\langle\varphi,W\varphi\rangle$:

$$K\varphi=g\langle\varphi,W\varphi\rangle\,W\varphi=W\varphi .$$

Hence $(H_0+K)\varphi=E\varphi$.

For a general $x$, put $z=\langle\varphi,Wx\rangle=\langle W\varphi,x\rangle$ and test the sign of $W$ on $y=x-gz\varphi$. Since $\langle x,W\varphi\rangle=\bar z$ and $g$ is real,

$$\begin{aligned}
\langle y,Wy\rangle&=\langle x,Wx\rangle-gz\bar z-g\bar z z+g^2|z|^2\langle\varphi,W\varphi\rangle\\
&=\langle x,Wx\rangle-2g|z|^2+g|z|^2\\
&=\langle x,Wx\rangle-g|z|^2 .
\end{aligned}$$

The left side is at most zero, and $g|z|^2=\langle x,Kx\rangle$, so

$$\langle x,Wx\rangle\le\langle x,Kx\rangle .$$

The replacement can only raise expectation values, and the variational bound survives:

$$\langle x,(H_0+K)x\rangle\ge\langle x,(H_0+W)x\rangle\ge E\langle x,x\rangle .$$

If $x\ne0$ and $(H_0+K)x=\mu x$, this reads $\mu\langle x,x\rangle\ge E\langle x,x\rangle$, so $\mu\ge E$. If $\mu=E$, both inequalities in the chain are equalities. Then $M=H_0+W-E$ is positive semidefinite with $\langle x,Mx\rangle=0$. Writing $M=B^\dagger B$ gives $\|Bx\|^2=0$, hence $Mx=0$. Every state of $H_0+K$ at energy $E$ is therefore already a state of $H_0+W$ at that energy.

For $1\times1$ matrices $W$ is a negative number $w$, and $K=|w\varphi|^2/(w|\varphi|^2)=w$: nothing changes.

The equality $K\varphi=W\varphi$ holds for either sign of $W$, but the lower bound does not. For a repulsive $W$ the inequality between $W$ and $K$ reverses. Take $H_0=\mathrm{diag}(0,-3)$ and $W=\mathrm{diag}(1,5)$. The ground state of $H_0+W=\mathrm{diag}(1,2)$ is $\varphi=(1,0)$ with $E=1$. Here $K=\mathrm{diag}(1,0)$, so $H_0+K=\mathrm{diag}(1,-3)$ has a ghost at $-3$.

## Ground states and potentials as matrices

The index type `n` labels a finite orthonormal basis, such as the points of a suitably scaled radial grid. A non-orthogonal basis must first be orthonormalised. Unbounded operators in the continuum are not covered.

In Lean 4 with Mathlib:

```lean
import Mathlib

open Matrix
open scoped ComplexOrder

namespace GhostFreeSeparable

noncomputable section

variable {n : Type*} [Fintype n]
```

The product `star x ⬝ᵥ y` is $\langle x,y\rangle$. An expectation value is taken as a real part and is not divided by $\langle x,x\rangle$.

```lean
/-- The real part of the expectation value `⟨x, A x⟩`, for a vector `x` of any norm. -/
def expect (A : Matrix n n ℂ) (x : n → ℂ) : ℝ := (star x ⬝ᵥ A *ᵥ x).re
```

Because $x$ may have any norm, the variational bound carries the factor $\langle x,x\rangle$. The energy `E` is real.

```lean
/-- `φ` is a ground state of the Hermitian matrix `H` with energy `E`: a nonzero eigenvector
whose energy bounds all expectation values from below. -/
structure IsGroundState (H : Matrix n n ℂ) (E : ℝ) (φ : n → ℂ) : Prop where
  herm : H.IsHermitian
  ne_zero : φ ≠ 0
  eigen : H *ᵥ φ = (E : ℂ) • φ
  bound : ∀ x, E * (star x ⬝ᵥ x).re ≤ expect H x
```

The field `nonpos` is the sign condition on $W$. Physically, it says that the part being replaced lowers the energy of every state, or leaves it unchanged.

```lean
/-- An attractive potential: Hermitian and negative semidefinite. -/
structure Attractive (W : Matrix n n ℂ) : Prop where
  herm : W.IsHermitian
  nonpos : ∀ x, expect W x ≤ 0
```

The matrix `vecMulVec u (star u)` has entries $u_i\bar u_j$, so it is $|u\rangle\langle u|$. The potential $K$ is `separable g (W *ᵥ φ)`.

```lean
/-- The separable potential `g |u⟩⟨u|` with real strength `g`. -/
def separable (g : ℝ) (u : n → ℂ) : Matrix n n ℂ := (g : ℂ) • vecMulVec u (star u)
```

## The reference state is reproduced

The first two lemmas supply additivity and the reality of Hermitian expectation values. In the second, the number is shown to equal its own conjugate.

```lean
/-- Expectation values are additive in the operator. -/
lemma expect_add (A B : Matrix n n ℂ) (x : n → ℂ) :
    expect (A + B) x = expect A x + expect B x := by
  simp only [expect, Matrix.add_mulVec, dotProduct_add, Complex.add_re]

/-- The expectation value of a Hermitian matrix is real. -/
lemma expect_real {A : Matrix n n ℂ} (hA : A.IsHermitian) (x : n → ℂ) :
    star x ⬝ᵥ A *ᵥ x = (expect A x : ℂ) := by
  have h : star (star x ⬝ᵥ A *ᵥ x) = star x ⬝ᵥ A *ᵥ x := by
    rw [← Matrix.star_dotProduct, Matrix.star_mulVec, hA.eq, ← Matrix.dotProduct_mulVec]
  exact (Complex.conj_eq_iff_re.mp h).symm
```

The action of the separable potential follows by comparing components.

```lean
/-- The separable potential sends `x` to `g ⟨u, x⟩ u`. -/
lemma separable_mulVec (g : ℝ) (u x : n → ℂ) :
    separable g u *ᵥ x = ((g : ℂ) * (star u ⬝ᵥ x)) • u := by
  ext i
  simp only [separable, Matrix.mulVec, dotProduct, Matrix.smul_apply, vecMulVec_apply,
    Pi.smul_apply, smul_eq_mul, Finset.mul_sum, Finset.sum_mul]
  exact Finset.sum_congr rfl fun j _ => by ring
```

The hypothesis `hg` states $g\langle\varphi,W\varphi\rangle=1$. It takes the place of the quotient $1/\langle\varphi,W\varphi\rangle$ and can only be met when that expectation value is nonzero. The proof moves $W$ across the inner product and then uses `hg` to turn the prefactor into 1.

```lean
/-- With `g ⟨φ, W φ⟩ = 1`, the separable potential built from `W φ` acts on `φ` as `W` does. -/
theorem separable_reproduces {W : Matrix n n ℂ} (hW : W.IsHermitian) {g : ℝ} {φ : n → ℂ}
    (hg : g * expect W φ = 1) : separable g (W *ᵥ φ) *ᵥ φ = W *ᵥ φ := by
  have h : star (W *ᵥ φ) ⬝ᵥ φ = (expect W φ : ℂ) := by
    rw [Matrix.star_mulVec, hW.eq, ← Matrix.dotProduct_mulVec, expect_real hW]
  rw [separable_mulVec, h, ← Complex.ofReal_mul, hg, Complex.ofReal_one, one_smul]
```

## Testing the sign of the potential

The next lemma is the inequality $\langle x,Wx\rangle\le\langle x,Kx\rangle$. The facts `h1` and `h2` identify $\langle W\varphi,x\rangle$ with $z$ and $\langle x,W\varphi\rangle$ with $\bar z$. The identity `key` is the expansion of $\langle y,Wy\rangle$; its `linear_combination` step uses $g\langle\varphi,W\varphi\rangle=1$ to reduce the quadratic term to $g|z|^2$.

```lean
/-- For an attractive `W` and `g ⟨φ, W φ⟩ = 1`, the expectation value of `g |W φ⟩⟨W φ|` in any
vector `x` is at least that of `W` in `x`. -/
lemma expect_le_separable {W : Matrix n n ℂ} (hW : Attractive W) {g : ℝ} {φ : n → ℂ}
    (hg : g * expect W φ = 1) (x : n → ℂ) :
    expect W x ≤ expect (separable g (W *ᵥ φ)) x := by
  obtain ⟨z, hz⟩ : ∃ z, star φ ⬝ᵥ W *ᵥ x = z := ⟨_, rfl⟩
  have h1 : star (W *ᵥ φ) ⬝ᵥ x = z := by
    rw [Matrix.star_mulVec, hW.herm.eq, ← Matrix.dotProduct_mulVec, hz]
  have h2 : star x ⬝ᵥ W *ᵥ φ = star z := by rw [Matrix.star_dotProduct, h1]
  have hgc : (g : ℂ) * (expect W φ : ℂ) = 1 := by exact_mod_cast hg
  have hs : star ((g : ℂ) * z) = (g : ℂ) * star z := by
    rw [star_mul, mul_comm]
    congr 1
    exact Complex.conj_ofReal g
  -- expand the expectation value of `W` in `x - g z φ`
  have key : star (x - ((g : ℂ) * z) • φ) ⬝ᵥ W *ᵥ (x - ((g : ℂ) * z) • φ)
      = star x ⬝ᵥ W *ᵥ x - (g : ℂ) * z * star z := by
    simp only [Matrix.mulVec_sub, Matrix.mulVec_smul, star_sub, star_smul, sub_dotProduct,
      dotProduct_sub, smul_dotProduct, dotProduct_smul, smul_eq_mul]
    rw [hs, hz, h2, expect_real hW.herm φ]
    linear_combination ((g : ℂ) * z * star z) * hgc
  have hneg := hW.nonpos (x - ((g : ℂ) * z) • φ)
  rw [expect, key, Complex.sub_re] at hneg
  have hK : expect (separable g (W *ᵥ φ)) x = ((g : ℂ) * z * star z).re := by
    rw [expect, separable_mulVec, h1, dotProduct_smul, h2, smul_eq_mul]
  rw [hK, expect]
  linarith
```

## The ground state survives

The theorem assumes an attractive `W`, the condition on `g`, and a ground state of `H0 + W`. That $H_0$ is Hermitian need not be assumed separately, since it is the difference of two Hermitian matrices. After the Hermiticity of the new Hamiltonian, two goals remain. The eigenvalue equation comes from `separable_reproduces`, and the lower bound from adding the inequality for the potentials to the original variational bound.

```lean
/-- A ground state `φ` of `H0 + W` with attractive `W` is a ground state, with the same energy, of
`H0 + g |W φ⟩⟨W φ|`, where `g ⟨φ, W φ⟩ = 1`. -/
theorem separable_isGroundState {H0 W : Matrix n n ℂ} {E g : ℝ} {φ : n → ℂ}
    (hW : Attractive W) (hg : g * expect W φ = 1) (h : IsGroundState (H0 + W) E φ) :
    IsGroundState (H0 + separable g (W *ᵥ φ)) E φ := by
  have h0 : H0.IsHermitian := by
    have := h.herm.sub hW.herm
    rwa [add_sub_cancel_right] at this
  have hK : (separable g (W *ᵥ φ)).IsHermitian := by
    refine Matrix.IsHermitian.ext fun i j => ?_
    simp [separable, vecMulVec_apply, mul_comm]
  refine ⟨h0.add hK, h.ne_zero, ?_, fun x => ?_⟩
  · rw [Matrix.add_mulVec, separable_reproduces hW.herm hg, ← Matrix.add_mulVec, h.eigen]
  · -- the variational bound survives because the potential was only raised
    have hb := h.bound x
    rw [expect_add] at hb ⊢
    linarith [expect_le_separable hW hg x]
```

## No ghost below the reference level or at it

For an eigenvector, the expectation value is the eigenvalue times the squared norm.

```lean
/-- In an eigenvector the expectation value is the eigenvalue times the squared norm. -/
lemma expect_eigen {H : Matrix n n ℂ} {μ : ℝ} {x : n → ℂ} (h : H *ᵥ x = (μ : ℂ) • x) :
    expect H x = μ * (star x ⬝ᵥ x).re := by
  rw [expect, h, dotProduct_smul, smul_eq_mul, Complex.re_ofReal_mul]
```

The next theorem gives $E\le\mu$ for every eigenvalue $\mu$ of the separable Hamiltonian. Its proof inserts the eigenvector into the new variational bound and cancels the positive factor $\langle x,x\rangle$. Taking `μ` real loses nothing, because the Hamiltonian is Hermitian.

```lean
/-- No ghost below the reference level: for attractive `W` and `g ⟨φ, W φ⟩ = 1`, where `φ` is a
ground state of `H0 + W` with energy `E`, every real eigenvalue of `H0 + g |W φ⟩⟨W φ|` is at least
`E`. -/
theorem no_ghost_below {H0 W : Matrix n n ℂ} {E g μ : ℝ} {φ x : n → ℂ}
    (hW : Attractive W) (hg : g * expect W φ = 1) (h : IsGroundState (H0 + W) E φ)
    (hx : x ≠ 0) (hμ : (H0 + separable g (W *ᵥ φ)) *ᵥ x = (μ : ℂ) • x) : E ≤ μ := by
  have hb := (separable_isGroundState hW hg h).bound x
  rw [expect_eigen hμ] at hb
  have hpos : 0 < (star x ⬝ᵥ x).re := by
    simpa using (Complex.lt_def.mp (dotProduct_star_self_pos_iff.mpr hx)).1
  exact le_of_mul_le_mul_right hb hpos
```

At the reference energy itself, the proof follows the equality argument above. The matrix $M=H_0+W-E$ is shown to be positive semidefinite in `hpsd`, and `hzero` gives $\langle x,Mx\rangle=0$. Mathlib's lemma on positive semidefinite matrices then yields $Mx=0$, which is the original eigenvalue equation.

```lean
/-- No new degeneracy: for attractive `W` and `g ⟨φ, W φ⟩ = 1`, where `φ` is a ground state of `H0 +
W` with energy `E`, every solution of the eigenvalue equation of `H0 + g |W φ⟩⟨W φ|` at energy `E`
also solves that of `H0 + W` at energy `E`. -/
theorem no_ghost_at_ground_level {H0 W : Matrix n n ℂ} {E g : ℝ} {φ x : n → ℂ}
    (hW : Attractive W) (hg : g * expect W φ = 1) (h : IsGroundState (H0 + W) E φ)
    (hx : (H0 + separable g (W *ᵥ φ)) *ᵥ x = (E : ℂ) • x) :
    (H0 + W) *ᵥ x = (E : ℂ) • x := by
  classical
  have hM : (H0 + W - (E : ℂ) • (1 : Matrix n n ℂ)).IsHermitian := by
    refine h.herm.sub ?_
    simp [Matrix.IsHermitian, Matrix.conjTranspose_smul]
  have hexp : ∀ y, expect (H0 + W - (E : ℂ) • (1 : Matrix n n ℂ)) y
      = expect (H0 + W) y - E * (star y ⬝ᵥ y).re := fun y => by
    rw [expect, Matrix.sub_mulVec, Matrix.smul_mulVec, Matrix.one_mulVec, dotProduct_sub,
      dotProduct_smul, smul_eq_mul, Complex.sub_re, Complex.re_ofReal_mul, expect]
  have hpsd : (H0 + W - (E : ℂ) • (1 : Matrix n n ℂ)).PosSemidef := by
    refine PosSemidef.of_dotProduct_mulVec_nonneg hM fun y => ?_
    rw [expect_real hM, hexp]
    exact Complex.zero_le_real.mpr (sub_nonneg.mpr (h.bound y))
  -- `x` saturates the variational bound of the original Hamiltonian
  have hzero : expect (H0 + W - (E : ℂ) • (1 : Matrix n n ℂ)) x = 0 := by
    have h1 := expect_eigen hx
    have h2 := h.bound x
    have h3 := expect_le_separable hW hg x
    rw [hexp]
    rw [expect_add] at h1 h2 ⊢
    linarith
  have hker := (hpsd.dotProduct_mulVec_zero_iff x).mp (by rw [expect_real hM, hzero]; simp)
  rw [Matrix.sub_mulVec, Matrix.smul_mulVec, Matrix.one_mulVec] at hker
  exact sub_eq_zero.mp hker
```

The inclusion goes one way. With the $2\times2$ matrices $H_0=0$ and $W=-1$ (minus the identity), every nonzero vector has energy $-1$, whereas $K$ keeps only the direction of $\varphi$ at that energy and moves the orthogonal one to 0. A degeneracy can thus be lost, but none is gained.

## Several attractive centres

For a sum of attractive potentials $W_a$, each can be replaced by its own separable form with $g_a\langle\varphi,W_a\varphi\rangle=1$. The proof is an induction over the centres. While one potential is replaced, the others are counted as part of $H_0$; this is why `H0` is generalised before the induction begins.

```lean
/-- Several centres: if `φ` is a ground state and each attractive potential `W a` is replaced by `g
a |W a φ⟩⟨W a φ|`, where `g a ⟨φ, W a φ⟩ = 1`, then `φ` remains a ground state with the same energy.
-/
theorem many_centres_isGroundState {ι : Type*} (s : Finset ι) (W : ι → Matrix n n ℂ)
    (g : ι → ℝ) (E : ℝ) (φ : n → ℂ) (H0 : Matrix n n ℂ)
    (hW : ∀ a ∈ s, Attractive (W a)) (hg : ∀ a ∈ s, g a * expect (W a) φ = 1)
    (h : IsGroundState (H0 + ∑ a ∈ s, W a) E φ) :
    IsGroundState (H0 + ∑ a ∈ s, separable (g a) (W a *ᵥ φ)) E φ := by
  classical
  revert H0 hW hg h
  induction s using Finset.induction_on with
  | empty => intro H0 _ _ h; simpa using h
  | insert a s ha ih =>
    intro H0 hW hg h
    rw [Finset.sum_insert ha] at h ⊢
    -- replace the centre `a` first, then all the others
    rw [← add_assoc, add_right_comm] at h
    have h2 := separable_isGroundState (hW a (Finset.mem_insert_self a s))
      (hg a (Finset.mem_insert_self a s)) h
    rw [add_right_comm] at h2
    rw [← add_assoc]
    exact ih _ (fun b hb => hW b (Finset.mem_insert_of_mem hb))
      (fun b hb => hg b (Finset.mem_insert_of_mem hb)) h2
```

The same $\varphi$, the ground state of the whole system, enters every projector. In a molecular or solid-state calculation the projectors usually come from separate atomic reference states, and the theorem does not apply to that construction.

## A two-level example

The last theorem exhibits matrices that satisfy all the hypotheses:

$$H_0=\begin{pmatrix}0&-1\\-1&0\end{pmatrix},\qquad W=\begin{pmatrix}-2&-1\\-1&-2\end{pmatrix},\qquad \varphi=(1,1).$$

Here $\langle\varphi,W\varphi\rangle=-6$, so $g=-1/6$; for the normalised state $(1,1)/\sqrt2$ the values are $-3$ and $-1/3$. The sign of $W$ and the variational bound are both verified by writing the quadratic forms as sums of squares of real and imaginary parts.

```lean
/-- A two-level instance of the hypotheses: hopping `-1`, an attractive non-separable `W`,
the state `(1, 1)` with energy `-4`, and strength `g = -1/6`. -/
theorem separable_isGroundState_witness :
    Attractive (!![-2, -1; -1, -2] : Matrix (Fin 2) (Fin 2) ℂ) ∧
    (-1 / 6 : ℝ) * expect (!![-2, -1; -1, -2] : Matrix (Fin 2) (Fin 2) ℂ) ![1, 1] = 1 ∧
    IsGroundState ((!![0, -1; -1, 0] : Matrix (Fin 2) (Fin 2) ℂ) + !![-2, -1; -1, -2])
      (-4) ![1, 1] := by
  have hsum : (!![0, -1; -1, 0] : Matrix (Fin 2) (Fin 2) ℂ) + !![-2, -1; -1, -2]
      = !![-2, -2; -2, -2] := by
    ext i j
    fin_cases i <;> fin_cases j <;> norm_num
  rw [hsum]
  refine ⟨⟨?_, fun x => ?_⟩, ?_, ⟨?_, ?_, ?_, fun x => ?_⟩⟩
  · refine Matrix.IsHermitian.ext fun i j => ?_
    fin_cases i <;> fin_cases j <;> simp
  · simp [expect, Matrix.mulVec, dotProduct, Fin.sum_univ_two]
    nlinarith [sq_nonneg ((x 0).re + (x 1).re), sq_nonneg ((x 0).im + (x 1).im),
      sq_nonneg (x 0).re, sq_nonneg (x 1).re, sq_nonneg (x 0).im, sq_nonneg (x 1).im]
  · norm_num [expect, Matrix.mulVec, dotProduct, Fin.sum_univ_two]
  · refine Matrix.IsHermitian.ext fun i j => ?_
    fin_cases i <;> fin_cases j <;> simp
  · intro h
    simpa using congrFun h 0
  · ext i
    fin_cases i <;> norm_num [Matrix.mulVec, dotProduct, Fin.sum_univ_two]
  · simp [expect, Matrix.mulVec, dotProduct, Fin.sum_univ_two]
    nlinarith [sq_nonneg ((x 0).re - (x 1).re), sq_nonneg ((x 0).im - (x 1).im)]

end

end GhostFreeSeparable
```

Since $W\varphi=(-3,-3)$, the separable potential has all four entries equal to $-3/2$. The levels of $H_0+W$ are $-4$ and $0$, and those of $H_0+K$ are $-4$ and $1$. The ground state stays in place while the excited level moves up, so agreement at the reference energy does not carry over to the rest of the spectrum.

```lean
#print axioms GhostFreeSeparable.separable_isGroundState
-- 'GhostFreeSeparable.separable_isGroundState' depends on axioms: [propext, Classical.choice, Quot.sound]
#print axioms GhostFreeSeparable.no_ghost_below
-- 'GhostFreeSeparable.no_ghost_below' depends on axioms: [propext, Classical.choice, Quot.sound]
#print axioms GhostFreeSeparable.no_ghost_at_ground_level
-- 'GhostFreeSeparable.no_ghost_at_ground_level' depends on axioms: [propext, Classical.choice, Quot.sound]
#print axioms GhostFreeSeparable.many_centres_isGroundState
-- 'GhostFreeSeparable.many_centres_isGroundState' depends on axioms: [propext, Classical.choice, Quot.sound]
```
